# The real part of an overlap as a sum over energy eigenstates, for two states whose components are in real ratios

Let `H` be a linear operator on a complex inner product space `V`, not necessarily complete, with an orthonormal set of eigenstates `e n` of real energies `E n` whose span is dense in `V`. The theorem `hasSum_overlap` says that if each component ⟨e n, y⟩ is a real number `c n` times ⟨e n, x⟩, then the series of terms c n |⟨e n, x⟩|² converges to the real part of ⟨x, y⟩. The vectors need not be normalised; for nonzero `x`, dividing the sum by ‖x‖² gives the mean of `c n` over the probabilities of finding `x` in the states `e n`. The proof carries the eigenstates into the completion of `V`, where they form a Hilbert basis, takes real parts in Parseval's series for ⟨x, y⟩, and matches the terms.

The first attempt, which Lean rejects:

```lean
import Mathlib

open UniformSpace

namespace HasSumOverlap

noncomputable section

variable {V ι : Type*} [NormedAddCommGroup V] [InnerProductSpace ℂ V]

/-- The states `e n` are a complete orthonormal set of eigenstates of `H` with energies `E n`.
The space `V` is the common domain of the operators and need not be complete. -/
structure IsEigenbasis (H : Module.End ℂ V) (e : ι → V) (E : ι → ℝ) : Prop where
  orthonormal : Orthonormal ℂ e
  dense : Dense (Submodule.span ℂ (Set.range e) : Set V)
  eigen : ∀ n, H (e n) = (E n : ℂ) • e n

variable {H A : Module.End ℂ V} {e : ι → V} {E : ι → ℝ}

/-- If the components of `y` in the eigenbasis are real multiples `c n` of those of `x`, then
the real part of `⟨x, y⟩` is the sum of `c n |⟨e n, x⟩|²`. -/
theorem hasSum_overlap (hb : IsEigenbasis H e E) (x y : V) (c : ι → ℝ)
    (hc : ∀ n, inner ℂ (e n) y = (c n : ℂ) * inner ℂ (e n) x) :
    HasSum (fun n => c n * ‖inner ℂ (e n) x‖ ^ 2) (inner ℂ x y).re := by
  classical
  -- the eigenbasis becomes a Hilbert basis of the completion
  have hv : Orthonormal ℂ (fun n => (e n : Completion V)) := by
    rw [orthonormal_iff_ite]
    intro i j
    rw [Completion.inner_coe]
    exact orthonormal_iff_ite.mp hb.orthonormal i j
  have hd : Dense (Submodule.span ℂ
      (Set.range (fun n => (e n : Completion V))) : Set (Completion V)) := by
    refine (Completion.denseRange_coe.dense_image
      (Completion.continuous_coe V) hb.dense).mono ?_
    rintro _ ⟨z, hz, rfl⟩
    refine Submodule.span_induction
      (p := fun z _ => (z : Completion V) ∈ Submodule.span ℂ
        (Set.range (fun n => (e n : Completion V)))) ?_ ?_ ?_ ?_ hz
    · rintro _ ⟨n, rfl⟩
      exact Submodule.subset_span ⟨n, rfl⟩
    · rw [Completion.coe_zero]
      exact Submodule.zero_mem _
    · intro a b _ _ ha hb'
      rw [Completion.coe_add]
      exact Submodule.add_mem _ ha hb'
    · intro a b _ hb'
      rw [Completion.coe_smul]
      exact Submodule.smul_mem _ a hb'
  have h := (HilbertBasis.mk hv
    (Submodule.dense_iff_topologicalClosure_eq_top.mp hd).ge).hasSum_inner_mul_inner
      (x : Completion V) (y : Completion V)
  simp only [HilbertBasis.coe_mk, Completion.inner_coe] at h
  -- real parts of the Parseval series
  have hr := Complex.reCLM.hasSum h
  simp only [Complex.reCLM_apply] at hr
  convert hr using 1
  funext n
  rw [hc n, ← inner_conj_symm x (e n), Complex.sq_norm, Complex.normSq_apply]
  simp only [Complex.mul_re, Complex.mul_im, Complex.conj_re, Complex.conj_im,
    Complex.ofReal_re, Complex.ofReal_im]
  ring

end

end HasSumOverlap
```

The compiler's answer:

```
Main.lean:39:65: error: Application type mismatch: The argument
  hz
has type
  z ∈ ↑(Submodule.span ℂ (Set.range e))
but is expected to have type
  ↑z ∈ Submodule.span ?m.168 ?m.173
in the application
  Submodule.span_induction ?m.188 ?m.189 ?m.190 ?m.191 hz
```

Diagnosis. The error arises in showing that the image in `Completion V` of every vector in the span of the `e n` lies in the span of their images. The induction should run over vectors of `V`, but the predicate `p` was written `fun z _ => (z : Completion V) ∈ …`, with no type given for its bound variable `z`. The ascription `(z : Completion V)` inserts a coercion only if `z` is already known to have another type. Here the type was still open, so Lean took `z` itself to be an element of `Completion V`.

`Submodule.span_induction` was thus set up for a span in the completion, and expected a proof that `↑z`, the image of the vector, lies in such a span. The hypothesis `hz` says instead that `z` lies in the span of `e` in `V`, hence the mismatch.

Writing `fun (z : V) _` fixes the type first. The ascription then becomes the coercion from `V` to its completion, the induction runs over the span in `V`, and `hz` fits.

The change, after which it compiles:

```diff
@@ -36,5 +36,5 @@
     rintro _ ⟨z, hz, rfl⟩
     refine Submodule.span_induction
-      (p := fun z _ => (z : Completion V) ∈ Submodule.span ℂ
+      (p := fun (z : V) _ => (z : Completion V) ∈ Submodule.span ℂ
         (Set.range (fun n => (e n : Completion V)))) ?_ ?_ ?_ ?_ hz
     · rintro _ ⟨n, rfl⟩
```
